# Subtracting the $k^{-2}$ tail of a contact state on a ring takes the sum lost beyond cutoff $M$ from order $M^{-1}$ to $M^{-3}$

To extrapolate a wave function's value at contact to an infinite plane-wave cutoff $M$, I fit it against a power of $M$, so I have to know the power. My test case is a bound state of an attractive delta potential on a ring, whose plane-wave coefficients go as $1/(k^2+\kappa^2)$ for integer $k$, with energy $-\kappa^2$. I am told that taking out the $k^{-2}$ tail analytically improves the error from $M^{-1}$ to $M^{-3}$. But for $k<\kappa$ the remainder $1/k^2-1/(k^2+\kappa^2)$ is larger than the coefficient I started with. Is the gain real, and what are the prefactors?

## The gain is real at fixed $\kappa$, with prefactors $1$ and $\kappa^2/3$

The remainder is $\kappa^2/k^2$ times the original coefficient. It is larger only for $k<\kappa$, and those terms leave the sum over $k>M$ once $M\ge\kappa$. The two prefactors belong to the unnormalised coefficients $1/(k^2+\kappa^2)$, summed over positive $k>M$ only. They are limits at fixed $\kappa$ and say nothing about how large $M$ must be.

**The coefficients.** Take the Hamiltonian $-d^2/dx^2-g\,\delta(x)$ on a ring of length $2\pi$, where $g$ is the strength of the attraction, and write $\psi(x)=\sum_k c_k e^{ikx}$. The delta function couples all plane waves equally, through $\psi(0)=\sum_j c_j$:
$$k^2c_k-\frac{g}{2\pi}\psi(0)=-\kappa^2c_k,\qquad c_k=\frac{g}{2\pi}\,\frac{\psi(0)}{k^2+\kappa^2}.$$

**The remainder.** Subtract the first $J$ terms of the large-$k$ expansion:
$$r_J(k)=\frac1{k^2+\kappa^2}-\sum_{j<J}\frac{(-\kappa^2)^j}{k^{2j+2}}=\frac{(-\kappa^2)^J}{k^{2J}(k^2+\kappa^2)}.$$
This is clear for $J=0$. The step to $J+1$ subtracts one more term:
$$\frac{(-\kappa^2)^J}{k^{2J}}\left[\frac1{k^2+\kappa^2}-\frac1{k^2}\right]=\frac{(-\kappa^2)^{J+1}}{k^{2J+2}(k^2+\kappa^2)}.$$
Hence $k^{2J+2}r_J(k)=(-\kappa^2)^J/(1+\kappa^2/k^2)\to(-\kappa^2)^J$.

**From terms to their sum.** For an integer $p\ge1$ let $s_m=m^{-p}-(m+1)^{-p}$. These differences telescope: $\sum_{m\ge M}s_m=M^{-p}$. Moreover,
$$(m+1)^{p+1}s_m=(m+1)\left[\left(1+\tfrac1m\right)^p-1\right]=\left(1+\tfrac1m\right)\sum_{i<p}\left(1+\tfrac1m\right)^i\to p.$$
Suppose $k^{p+1}f(k)\to A$. Then $(m+1)^{p+1}\left[f(m+1)-\tfrac Ap s_m\right]\to0$, so for any $\varepsilon>0$ and all large $m$,
$$\left|f(m+1)-\tfrac Ap s_m\right|\le\varepsilon s_m.$$
Summing over $m\ge M$ gives
$$\left|\sum_{k>M}f(k)-\tfrac Ap M^{-p}\right|\le\varepsilon M^{-p},$$
and therefore $M^p\sum_{k>M}f(k)\to A/p$.

With $p=2J+1$ and $A=(-\kappa^2)^J$ the limit is $(-\kappa^2)^J/(2J+1)$. It is $1$ for $J=0$. For $J=1$ it is $-\kappa^2/3$, or $\kappa^2/3$ for your sign of the difference.

**Your fit.** Both signs of $k$ contribute, so the fraction of $\psi(0)$ missing at cutoff $M$ is $(g/\pi)\sum_{k>M}1/(k^2+\kappa^2)\approx g/(\pi M)$, whatever the normalisation. Adding back the $k^{-2}$ tail, $(g/\pi)\,\psi(0)\sum_{k>M}1/k^2$, overshoots by a fraction of about $g\kappa^2/(3\pi M^3)$. This tail contains the unknown $\psi(0)$. If you put the truncated sum $\psi_M=\sum_{|k|\le M}c_k$ in its place, an error of order $M^{-2}$ remains; solving $\psi_M=\psi(0)\left[1-(g/\pi)\sum_{k>M}1/k^2\right]$ for $\psi(0)$ keeps the order $M^{-3}$. For the exact coefficients of this one-coordinate model, cut off at $M$, the powers to use in the extrapolation are therefore $M^{-1}$ without the tail and $M^{-3}$ with the tail solved for in this way. If you instead diagonalise in the truncated basis at fixed $g$, then $\kappa$ and the coefficients themselves shift with $M$, and the power $M^{-3}$ does not follow from this argument.

## What the Lean statements say

`contactCoeff κ k` is the unnormalised coefficient $1/(k^2+\kappa^2)$, `correlator κ J k` is the subtracted sum, and `momentumTail f M` is the infinite sum over integers $k>M$, on the positive side only. `IsContactState g κ c` says that the real coefficients `c` on ℤ are summable and satisfy the eigenvalue equation above, in units where the kinetic energy is $k^2$. It also admits $c=0$; `contactCoeff_witness` supplies a nonzero solution for $\kappa\ne0$, at coupling $g=2\pi/\sum_j 1/(j^2+\kappa^2)$.

`transcorrelated_tail` gives summability and the limit for every $J$ and every real $\kappa$; `bare_tail` and `first_correlator_tail` are your two cases. The summability claim includes $k=0$, where Lean sets division by zero to zero; this single term does not affect the tail.

The formula for $c_k$ assumes $\kappa\ne0$. At $\kappa=0$ it can fail: for $g=0$ the constant state, with $c_0=1$ and all other coefficients zero, solves the equation, but the formula divides by zero at $k=0$, and Lean's convention then gives $c_0=0$.

Despite the names `correlator` and `transcorrelated_tail`, this is not a transcorrelated calculation. The subtraction is additive and acts on the exact state. A transcorrelated calculation instead transforms the Hamiltonian with a correlation factor and solves again in the finite basis; neither step is modelled here, nor is the Coulomb cusp in three dimensions.

```lean
import Mathlib

open Filter Topology

namespace ContactTranscorrelation

noncomputable section

/-- Unnormalised plane-wave coefficient `1/(k² + κ²)` of the contact-interaction state, for `k` and
`κ` not both zero. -/
def contactCoeff (κ k : ℝ) : ℝ := 1 / (k ^ 2 + κ ^ 2)

/-- The first `J` terms of the large-momentum expansion of the contact coefficient,
for `k ≠ 0`; the term `j = 0` is the `k⁻²` correlator tail. -/
def correlator (κ : ℝ) (J : ℕ) (k : ℝ) : ℝ :=
  ∑ j ∈ Finset.range J, (-κ ^ 2) ^ j / k ^ (2 * j + 2)

/-- For summable `f`, the sum of `f k` over all integers `k > M`: the positive-`k` part of what a
plane-wave cutoff `M` leaves out. -/
def momentumTail (f : ℕ → ℝ) (M : ℕ) : ℝ := ∑' n : ℕ, f (M + n + 1)

/-- The decrease of `m^(-p)` when the cutoff `m ≥ 1` is raised by one. -/
def shell (p m : ℕ) : ℝ := 1 / (m : ℝ) ^ p - 1 / ((m + 1 : ℕ) : ℝ) ^ p

/-- The summable coefficients `c` solve the plane-wave eigenvalue equation of `-d²/dx² - g δ(x)`
on a ring of length `2π` at energy `-κ²`. -/
def IsContactState (g κ : ℝ) (c : ℤ → ℝ) : Prop :=
  Summable c ∧ ∀ k : ℤ,
    (k : ℝ) ^ 2 * c k - g / (2 * Real.pi) * ∑' j, c j = -κ ^ 2 * c k

/-- For `κ ≠ 0`, every contact state at energy `-κ²` has coefficients proportional to
`1/(k² + κ²)`, with the prefactor set by the coupling and the wave function at contact. -/
theorem contact_state_coefficients {g κ : ℝ} {c : ℤ → ℝ} (hκ : κ ≠ 0)
    (h : IsContactState g κ c) (k : ℤ) :
    c k = (g / (2 * Real.pi) * ∑' j, c j) * contactCoeff κ k := by
  have hd : (k : ℝ) ^ 2 + κ ^ 2 ≠ 0 := by positivity
  unfold contactCoeff
  rw [mul_one_div, eq_div_iff hd]
  linear_combination h.2 k

/-- For `p ≥ 1` and `M ≥ 1`, the decreases of `m^(-p)` from `m = M` onwards add up to `M^(-p)`. -/
theorem hasSum_shell {p M : ℕ} (hp : p ≠ 0) (hM : 0 < M) :
    HasSum (fun n : ℕ => shell p (M + n)) (1 / (M : ℝ) ^ p) := by
  have hnn : ∀ n : ℕ, 0 ≤ shell p (M + n) := by
    intro n
    have h : (0 : ℝ) < ((M + n : ℕ) : ℝ) := Nat.cast_pos.2 (by omega)
    exact sub_nonneg.2 (one_div_le_one_div_of_le (pow_pos h p)
      (pow_le_pow_left₀ h.le (Nat.cast_le.2 (Nat.le_succ _)) p))
  have hs : ∀ N : ℕ, ∑ i ∈ Finset.range N, shell p (M + i)
      = 1 / (M : ℝ) ^ p - 1 / ((M + N : ℕ) : ℝ) ^ p := by
    intro N
    induction N with
    | zero => simp
    | succ N ih =>
      rw [Finset.sum_range_succ, ih, ← add_assoc]
      unfold shell
      ring
  have hc : Tendsto (fun N : ℕ => ((M + N : ℕ) : ℝ)) atTop atTop :=
    tendsto_natCast_atTop_atTop.comp
      (tendsto_atTop_mono (fun N => Nat.le_add_left N M) tendsto_id)
  have h0 : Tendsto (fun N : ℕ => 1 / ((M + N : ℕ) : ℝ) ^ p) atTop (𝓝 0) := by
    refine (tendsto_inv_atTop_zero.comp ((tendsto_pow_atTop hp).comp hc)).congr fun N => ?_
    simp only [Function.comp_apply, one_div]
  have h : Tendsto (fun N : ℕ => 1 / (M : ℝ) ^ p - 1 / ((M + N : ℕ) : ℝ) ^ p) atTop
      (𝓝 (1 / (M : ℝ) ^ p - 0)) := tendsto_const_nhds.sub h0
  rw [sub_zero] at h
  rw [hasSum_iff_tendsto_nat_of_nonneg hnn]
  exact h.congr fun N => (hs N).symm

/-- The decrease of `m^(-p)` in one step behaves as `p / (m+1)^(p+1)` at large `m`. -/
theorem shell_asymptotics (p : ℕ) :
    Tendsto (fun m : ℕ => ((m + 1 : ℕ) : ℝ) ^ (p + 1) * shell p m) atTop (𝓝 (p : ℝ)) := by
  have hs : Tendsto (fun m : ℕ => 1 + 1 / (m : ℝ)) atTop (𝓝 (1 + 0)) :=
    tendsto_const_nhds.add tendsto_one_div_atTop_nhds_zero_nat
  rw [add_zero] at hs
  have hl : Tendsto (fun m : ℕ => (1 + 1 / (m : ℝ)) *
      ∑ i ∈ Finset.range p, (1 + 1 / (m : ℝ)) ^ i) atTop
      (𝓝 (1 * ∑ i ∈ Finset.range p, (1 : ℝ) ^ i)) :=
    hs.mul (tendsto_finsetSum _ fun i _ => hs.pow i)
  have e : 1 * ∑ i ∈ Finset.range p, (1 : ℝ) ^ i = p := by simp
  rw [e] at hl
  refine hl.congr' ?_
  filter_upwards [eventually_gt_atTop 0] with m hm
  have hm' : (m : ℝ) ≠ 0 := Nat.cast_ne_zero.2 (by omega)
  have hu : (m : ℝ) * (1 / m) = 1 := mul_one_div_cancel hm'
  have hx : 1 + 1 / (m : ℝ) = (m + 1) / m := by rw [add_div, div_self hm']
  have ha : ((m : ℝ) + 1) ^ p * (1 / ((m : ℝ) + 1) ^ p) = 1 :=
    mul_one_div_cancel (by positivity)
  have r : ((m + 1 : ℕ) : ℝ) ^ (p + 1) * shell p m
      = ((m : ℝ) + 1) * ((1 + 1 / (m : ℝ)) ^ p - 1) := by
    unfold shell
    rw [hx, div_pow, Nat.cast_add, Nat.cast_one, pow_succ]
    generalize ((m : ℝ) + 1) ^ p = Q at ha ⊢
    linear_combination (-((m : ℝ) + 1)) * ha
  -- the geometric sum factors the difference of powers
  rw [r, ← geom_sum_mul]
  generalize ∑ i ∈ Finset.range p, (1 + 1 / (m : ℝ)) ^ i = S
  linear_combination (-S) * hu

/-- If coefficients fall off as `A / k^(p+1)` with `p ≥ 1`, they are summable and the part beyond
the cutoff `M` falls off as `(A/p) / M^p`. -/
theorem power_law_tail {f : ℕ → ℝ} {A : ℝ} {p : ℕ} (hp : p ≠ 0)
    (hf : Tendsto (fun k : ℕ => (k : ℝ) ^ (p + 1) * f k) atTop (𝓝 A)) :
    Summable f ∧
      Tendsto (fun M : ℕ => (M : ℝ) ^ p * momentumTail f M) atTop (𝓝 (A / p)) := by
  have hp' : (0 : ℝ) < p := Nat.cast_pos.2 (Nat.pos_of_ne_zero hp)
  -- term by term, f is close to (A/p) times the telescoping shell
  have key : ∀ ε : ℝ, 0 < ε →
      ∀ᶠ m : ℕ in atTop, |f (m + 1) - A / p * shell p m| ≤ ε * shell p m := by
    intro ε hε
    have h1 : Tendsto (fun m : ℕ => ((m + 1 : ℕ) : ℝ) ^ (p + 1) * f (m + 1)) atTop (𝓝 A) :=
      hf.comp (tendsto_add_atTop_nat 1)
    have h2 := shell_asymptotics p
    have h3 := ((h1.sub (h2.const_mul (A / p))).abs).sub (h2.const_mul ε)
    have hneg : |A - A / p * p| - ε * p < 0 := by
      rw [div_mul_cancel₀ A hp'.ne', sub_self, abs_zero]
      linarith [mul_pos hε hp']
    filter_upwards [h3.eventually_lt_const hneg] with m hm
    have hb : (0 : ℝ) < ((m + 1 : ℕ) : ℝ) ^ (p + 1) := by positivity
    refine le_of_mul_le_mul_left ?_ hb
    generalize ((m + 1 : ℕ) : ℝ) ^ (p + 1) = b at hm hb ⊢
    have e : b * f (m + 1) - A / p * (b * shell p m)
        = b * (f (m + 1) - A / p * shell p m) := by ring
    rw [e, abs_mul, abs_of_pos hb] at hm
    linarith
  -- summing the shells transfers the estimate to the tail
  have main : ∀ ε : ℝ, 0 < ε → ∃ M₀ : ℕ, ∀ M ≥ M₀, 0 < M ∧
      Summable (fun n : ℕ => f (M + n + 1)) ∧
      |momentumTail f M - A / p * (1 / (M : ℝ) ^ p)| ≤ ε * (1 / (M : ℝ) ^ p) := by
    intro ε hε
    obtain ⟨N, hN⟩ := eventually_atTop.1 (key ε hε)
    refine ⟨N + 1, fun M hM => ?_⟩
    have hM0 : 0 < M := by omega
    have hG := hasSum_shell hp hM0
    have hb : ∀ n : ℕ, ‖f (M + n + 1) - A / p * shell p (M + n)‖ ≤ ε * shell p (M + n) :=
      fun n => hN (M + n) (by omega)
    have hd : Summable (fun n : ℕ => f (M + n + 1) - A / p * shell p (M + n)) :=
      Summable.of_norm_bounded (g := fun n => ε * shell p (M + n)) (hG.mul_left ε).summable hb
    have hF : Summable (fun n : ℕ => f (M + n + 1)) := by
      have e : (fun n : ℕ => f (M + n + 1)) = fun n : ℕ =>
          (f (M + n + 1) - A / p * shell p (M + n)) + A / p * shell p (M + n) := by
        funext n
        ring
      rw [e]
      exact hd.add (hG.mul_left (A / p)).summable
    have h := tsum_of_norm_bounded (hG.mul_left ε) hb
    rw [(hF.hasSum.sub (hG.mul_left (A / p))).tsum_eq] at h
    exact ⟨hM0, hF, h⟩
  constructor
  · obtain ⟨M, hM⟩ := main 1 one_pos
    have e : (fun n : ℕ => f (n + (M + 1))) = fun n : ℕ => f (M + n + 1) :=
      funext fun n => congrArg f (by omega)
    refine (summable_nat_add_iff (M + 1)).1 ?_
    rw [e]
    exact (hM M le_rfl).2.1
  · rw [Metric.tendsto_atTop]
    intro ε hε
    obtain ⟨N, hN⟩ := main (ε / 2) (half_pos hε)
    refine ⟨N, fun M hM => ?_⟩
    obtain ⟨hM0, -, hb⟩ := hN M hM
    have hx : (0 : ℝ) < (M : ℝ) ^ p := pow_pos (Nat.cast_pos.2 hM0) p
    have h1 := mul_one_div_cancel hx.ne'
    rw [Real.dist_eq]
    generalize (M : ℝ) ^ p = X at hx hb h1 ⊢
    have e : X * momentumTail f M - A / p
        = X * (momentumTail f M - A / p * (1 / X)) := by linear_combination (A / p) * h1
    rw [e, abs_mul, abs_of_pos hx]
    calc _ ≤ X * (ε / 2 * (1 / X)) := mul_le_mul_of_nonneg_left hb hx.le
      _ = ε / 2 := by linear_combination (ε / 2) * h1
      _ < ε := half_lt_self hε

/-- Exact remainder of the contact coefficient after `J` correlator terms are removed,
for `k ≠ 0`. -/
theorem correlator_remainder (κ : ℝ) (J : ℕ) {k : ℝ} (hk : k ≠ 0) :
    contactCoeff κ k - correlator κ J k
      = (-κ ^ 2) ^ J / (k ^ (2 * J) * (k ^ 2 + κ ^ 2)) := by
  have hd : k ^ 2 + κ ^ 2 ≠ 0 := by positivity
  induction J with
  | zero => simp [contactCoeff, correlator]
  | succ J ih =>
    have hQ : k ^ (2 * J) ≠ 0 := pow_ne_zero _ hk
    have hk2 : k ^ 2 ≠ 0 := pow_ne_zero _ hk
    have e1 : k ^ (2 * (J + 1)) = k ^ (2 * J) * k ^ 2 := by ring
    have e2 : k ^ (2 * J + 2) = k ^ (2 * J) * k ^ 2 := by ring
    have hc : correlator κ (J + 1) k
        = correlator κ J k + (-κ ^ 2) ^ J / k ^ (2 * J + 2) := Finset.sum_range_succ _ _
    rw [hc, ← sub_sub, ih, e1, e2, pow_succ (-κ ^ 2) J]
    generalize (-κ ^ 2) ^ J = P
    generalize k ^ (2 * J) = Q at hQ ⊢
    rw [div_sub_div _ _ (mul_ne_zero hQ hd) (mul_ne_zero hQ hk2),
      div_eq_div_iff (mul_ne_zero (mul_ne_zero hQ hd) (mul_ne_zero hQ hk2))
        (mul_ne_zero (mul_ne_zero hQ hk2) hd)]
    ring

/-- With `J` correlator terms removed, the contact coefficients are summable and their sum beyond
the cutoff `M`, multiplied by `M^(2J+1)`, tends to `(-κ²)^J / (2J+1)`. -/
theorem transcorrelated_tail (κ : ℝ) (J : ℕ) :
    Summable (fun k : ℕ => contactCoeff κ k - correlator κ J k) ∧
    Tendsto (fun M : ℕ => (M : ℝ) ^ (2 * J + 1) *
      momentumTail (fun k : ℕ => contactCoeff κ k - correlator κ J k) M) atTop
      (𝓝 ((-κ ^ 2) ^ J / (2 * (J : ℝ) + 1))) := by
  have h0 : Tendsto (fun k : ℕ => 1 / (k : ℝ)) atTop (𝓝 0) :=
    tendsto_one_div_atTop_nhds_zero_nat
  have hr : Tendsto (fun k : ℕ => (-κ ^ 2) ^ J / (1 + κ ^ 2 * (1 / (k : ℝ)) ^ 2)) atTop
      (𝓝 ((-κ ^ 2) ^ J / (1 + κ ^ 2 * 0 ^ 2))) :=
    tendsto_const_nhds.div
      (tendsto_const_nhds.add (tendsto_const_nhds.mul (h0.pow 2))) (by simp)
  have e0 : (-κ ^ 2) ^ J / (1 + κ ^ 2 * 0 ^ 2) = (-κ ^ 2) ^ J := by simp
  rw [e0] at hr
  have hf : Tendsto (fun k : ℕ => (k : ℝ) ^ (2 * J + 1 + 1) *
      (contactCoeff κ k - correlator κ J k)) atTop (𝓝 ((-κ ^ 2) ^ J)) := by
    refine hr.congr' ?_
    filter_upwards [eventually_gt_atTop 0] with k hk
    have hk' : (k : ℝ) ≠ 0 := Nat.cast_ne_zero.2 (by omega)
    have hd : (k : ℝ) ^ 2 + κ ^ 2 ≠ 0 := by positivity
    have hQ : (k : ℝ) ^ (2 * J) ≠ 0 := pow_ne_zero _ hk'
    have e1 : (k : ℝ) ^ (2 * J + 1 + 1) = (k : ℝ) ^ (2 * J) * (k : ℝ) ^ 2 := by ring
    have e2 : 1 + κ ^ 2 * (1 / (k : ℝ)) ^ 2 = ((k : ℝ) ^ 2 + κ ^ 2) / (k : ℝ) ^ 2 := by
      field_simp
    rw [correlator_remainder κ J hk', e1, e2]
    generalize (-κ ^ 2) ^ J = P
    generalize (k : ℝ) ^ (2 * J) = Q at hQ ⊢
    field_simp
  have h := power_law_tail (by omega : 2 * J + 1 ≠ 0) hf
  have ec : ((2 * J + 1 : ℕ) : ℝ) = 2 * (J : ℝ) + 1 := by push_cast; ring
  rw [ec] at h
  exact h

/-- Without a correlator, `M` times the sum of `1/(k² + κ²)` over `k > M` tends to `1`. -/
theorem bare_tail (κ : ℝ) :
    Tendsto (fun M : ℕ => (M : ℝ) * momentumTail (fun k : ℕ => contactCoeff κ k) M)
      atTop (𝓝 1) := by
  simpa [correlator] using (transcorrelated_tail κ 0).2

/-- With the `k⁻²` correlator tail removed, `M³` times the sum of `1/k² - 1/(k² + κ²)` over
`k > M` tends to `κ²/3`. -/
theorem first_correlator_tail (κ : ℝ) :
    Tendsto (fun M : ℕ => (M : ℝ) ^ 3 *
      momentumTail (fun k : ℕ => 1 / (k : ℝ) ^ 2 - contactCoeff κ k) M)
      atTop (𝓝 (κ ^ 2 / 3)) := by
  have e : ∀ M : ℕ, momentumTail (fun k : ℕ => 1 / (k : ℝ) ^ 2 - contactCoeff κ k) M
      = -momentumTail (fun k : ℕ => contactCoeff κ k - correlator κ 1 k) M := by
    intro M
    unfold momentumTail
    rw [← tsum_neg]
    exact tsum_congr fun n => by simp [correlator]
  have h := (transcorrelated_tail κ 1).2.neg
  have hv : -((-κ ^ 2) ^ 1 / (2 * ((1 : ℕ) : ℝ) + 1)) = κ ^ 2 / 3 := by
    push_cast
    ring
  rw [hv] at h
  refine h.congr fun M => ?_
  rw [e M]
  ring

/-- For `κ ≠ 0`, the coefficients `1/(k² + κ²)` form a contact state at energy `-κ²` when the
coupling is `2π` divided by their sum over all integers. -/
theorem contactCoeff_witness {κ : ℝ} (hκ : κ ≠ 0) :
    IsContactState (2 * Real.pi / ∑' j : ℤ, contactCoeff κ j) κ
      (fun k : ℤ => contactCoeff κ k) := by
  have hN : Summable (fun k : ℕ => contactCoeff κ k) := by
    simpa [correlator] using (transcorrelated_tail κ 0).1
  have hZ : Summable (fun k : ℤ => contactCoeff κ k) :=
    Summable.of_nat_of_neg (by simpa [contactCoeff] using hN)
      (by simpa [contactCoeff] using hN)
  have hpos : ∀ k : ℤ, 0 < contactCoeff κ k := fun k => by
    unfold contactCoeff
    positivity
  have hS : 0 < ∑' j : ℤ, contactCoeff κ j := hZ.tsum_pos (fun k => (hpos k).le) 0 (hpos 0)
  refine ⟨hZ, fun k => ?_⟩
  have hc : ((k : ℝ) ^ 2 + κ ^ 2) * contactCoeff κ k = 1 :=
    mul_one_div_cancel (by positivity)
  have h1 : 2 * Real.pi / (∑' j : ℤ, contactCoeff κ j) / (2 * Real.pi)
      * ∑' j : ℤ, contactCoeff κ j = 1 := by
    have hpi := Real.pi_ne_zero
    have hS' := hS.ne'
    generalize ∑' j : ℤ, contactCoeff κ j = S at hS' ⊢
    field_simp
  linear_combination hc - h1

end

end ContactTranscorrelation
```

```lean
#print axioms ContactTranscorrelation.contact_state_coefficients
#print axioms ContactTranscorrelation.transcorrelated_tail
#print axioms ContactTranscorrelation.bare_tail
#print axioms ContactTranscorrelation.first_correlator_tail
```

```
'ContactTranscorrelation.contact_state_coefficients' depends on axioms: [propext, Classical.choice, Quot.sound]
'ContactTranscorrelation.transcorrelated_tail' depends on axioms: [propext, Classical.choice, Quot.sound]
'ContactTranscorrelation.bare_tail' depends on axioms: [propext, Classical.choice, Quot.sound]
'ContactTranscorrelation.first_correlator_tail' depends on axioms: [propext, Classical.choice, Quot.sound]
```

## How the lemmas carry the argument

- `contact_state_coefficients` clears the denominator and uses the eigenvalue equation at the given $k$.
- `hasSum_shell` finds the telescoped partial sums by induction. Since the terms are nonnegative, the limit of the partial sums is the infinite sum.
- `shell_asymptotics` factors $(1+1/m)^p-1$ with `geom_sum_mul` and takes the limit.
- `power_law_tail` proves the termwise bound in `key` and sums it in `main` with `tsum_of_norm_bounded`. Summability beyond a cutoff then gives summability of all of `f`, and multiplying by $M^p$ gives the limit.
- `correlator_remainder` is the induction on $J$.
- `transcorrelated_tail` feeds that remainder into `power_law_tail` with $p=2J+1$. The two special cases set $J=0$ and $J=1$, the second with `tsum_neg` for the sign.
- `contactCoeff_witness` gets summability over ℤ from the two half-lines and shows that the full sum is positive. The eigenvalue equation then reduces to $(k^2+\kappa^2)\cdot\frac{1}{k^2+\kappa^2}=1$.
